# Zeros of the rational Fermi denominator for even order, and their fixed-index limit at the Matsubara points

## Definitions and conventions

Let $\varepsilon$ be a one-particle energy, $\mu$ the chemical potential and $T>0$ the temperature. The dimensionless energy is $x=(\varepsilon-\mu)/(k_BT)$, and the equilibrium occupation is the Fermi function

$$f(x)=\frac{1}{e^x+1}=\frac{e^{-x/2}}{e^{x/2}+e^{-x/2}}.$$

Below, $x$ is allowed to be complex, $i$ is the imaginary unit, $M\ge 1$ is an integer called the order, and $j$ is a natural number starting at $0$. Define

$$D_M(x)=\Big(1+\frac{x}{2M}\Big)^M+\Big(1-\frac{x}{2M}\Big)^M,\qquad \theta_j=\frac{(2j+1)\pi}{2M},\qquad x_j=2Mi\tan\theta_j .$$

Both $\theta_j$ and $x_j$ depend on $M$ as well as on $j$.

## Occupations from complex energies

Occupations and densities are integrals of a spectral function against $f$. Moving such an integral into the complex plane picks up the poles of $f$, where $e^x=-1$. They lie at $x=i(2n+1)\pi$ for all integers $n$, and multiplied by $k_BT$ they are the fermionic Matsubara energies. There are infinitely many of them.

Replacing each exponential $e^{\pm x/2}$ by $(1\pm x/(2M))^M$ gives a rational function with denominator $D_M$ and numerator $(1-x/(2M))^M$, which has only finitely many poles. They are the zeros of $D_M$: where the numerator vanishes, $x=2M$ and $D_M(x)=2^M\neq 0$, so no zero is cancelled.

For non-interacting electrons with a finite Hamiltonian matrix, written in an orthonormal basis, this approximation with even $M$ turns the density matrix into half the identity plus a linear combination of resolvents at the complex energies $\mu+k_BT\,x_j$ with $0\le j<M$. The theorems say where those energies are. They do not bound the error made by replacing $f$ with the rational function, which has to be estimated separately on the spectrum of interest. For even $M$ the rational function tends to $1/2$ as $x\to\pm\infty$, whereas $f$ tends to $0$ or $1$, so at fixed $M$ the approximation fails for energies far enough from $\mu$.

## The statement

For even $M\ge 2$, the complex zeros of $D_M$ are exactly the points $x_j$ with $0\le j<M$. For fixed $j$,

$$x_j\longrightarrow i(2j+1)\pi\qquad (M\to\infty).$$

There is also a version for every $M\ge 1$, in which the index with $2j+1=M$ is left out. That index exists only for odd $M$, and its angle is $\pi/2$.

## From a zero to a tangent

Put $w=x/(2M)$ and suppose $D_M(x)=0$, so that $(1+w)^M=-(1-w)^M$. If $w$ were $1$, this would read $2^M=0$. Hence $1-w\neq 0$, and

$$\Big(\frac{1+w}{1-w}\Big)^M=-1.$$

One $M$-th root of $-1$ is $e^{i\pi/M}$. All others follow on multiplying it by an $M$-th root of unity $e^{2\pi ij/M}$ with $0\le j<M$. Therefore, for some such $j$,

$$\frac{1+w}{1-w}=e^{i\pi/M}e^{2\pi ij/M}=e^{2i\theta_j}.$$

Write $\theta=\theta_j$, clear the denominator and multiply by $e^{-i\theta}$:

$$e^{-i\theta}(1+w)=e^{i\theta}(1-w).$$

Collecting the terms in $w$ gives $w(e^{i\theta}+e^{-i\theta})=e^{i\theta}-e^{-i\theta}$, that is,

$$w\cos\theta=i\sin\theta .$$

If $\cos\theta$ were zero, $\sin\theta$ would be zero too, which contradicts $\sin^2\theta+\cos^2\theta=1$. So $w=i\tan\theta$ and $x=2Mi\tan\theta_j$.

Since $0<\theta_j<\pi$, the cosine vanishes only at $\theta_j=\pi/2$, which means $2j+1=M$. An even $M$ never satisfies this, and all $M$ indices are allowed.

## From a tangent back to a zero

Let $\cos\theta_j\neq 0$ and write $\theta=\theta_j$ again. Then

$$1\pm i\tan\theta=\frac{\cos\theta\pm i\sin\theta}{\cos\theta}=\frac{e^{\pm i\theta}}{\cos\theta},$$

and hence

$$D_M(x_j)=\frac{e^{iM\theta}+e^{-iM\theta}}{\cos^M\theta}.$$

Because $M\theta=(2j+1)\pi/2$, the two exponents differ by $2iM\theta=2\pi ij+i\pi$. This gives $e^{iM\theta}=-e^{-iM\theta}$, and the numerator is zero.

## The limit at fixed index

From the definition of the angle, $2M=(2j+1)\pi/\theta_j$. Therefore

$$2M\tan\theta_j=(2j+1)\pi\,\frac{\tan\theta_j}{\theta_j}.$$

As $M\to\infty$ with $j$ fixed, $\theta_j\to 0$ through positive values. The quotient tends to the derivative of the tangent at zero, which is $1$. Multiplication by $i$ gives the limit.

## Orders two and four

For $M=2$, expansion gives $D_2(x)=2+x^2/8$, with zeros $\pm 4i$. The formula agrees: $4i\tan(\pi/4)=4i$ and $4i\tan(3\pi/4)=-4i$.

For $M=4$ and $w=x/8$, expansion gives $D_4=2+12w^2+2w^4$. So $w^2=-3\pm2\sqrt2$ and $w=\pm i(\sqrt2-1)$ or $w=\pm i(\sqrt2+1)$. In terms of $x$:

| $j$ | $\theta_j$ | $x_j$ | fixed-$j$ limit |
|---|---|---|---|
| 0 | $\pi/8$ | $3.314\,i$ | $3.142\,i$ |
| 1 | $3\pi/8$ | $19.314\,i$ | $9.425\,i$ |
| 2 | $5\pi/8$ | $-19.314\,i$ | $15.708\,i$ |
| 3 | $7\pi/8$ | $-3.314\,i$ | $21.991\,i$ |

The first zero is already within about six per cent of its limit, while the second is off by a factor of two. The last two rows have the wrong sign at this order, because their angles still exceed $\pi/2$. They change sign once $M>2j+1$.

## An odd order breaks the even formula

Take $M=3$ and $w=x/6$. Then $D_3=2+6w^2$, which has only the two zeros $w=\pm i/\sqrt3$. They belong to $j=0$ and $j=2$. The index $j=1$ has angle $\pi/2$ and gives no zero. So the statement for even orders becomes false if evenness is deleted and only $M\ge 2$ is kept. In Lean the tangent of $\pi/2$ has the value $0$, so `fermiPole 3 1` is the point $0$, where the denominator equals $2$.

## Reading the Lean statements

`fermiDenom M x` is $D_M(x)$, with `M` a natural number and `x` complex. `poleAngle M j` is the real angle $\theta_j$. `fermiPole M j` is $x_j$, built as a real number cast to the complex numbers and multiplied by `I`, so it lies on the imaginary axis by construction. Despite its name, it enters the theorems as a zero of the denominator; the quotient itself is not defined in the code.

The theorem `fermiDenom_eq_zero_iff_of_even` assumes `2 ≤ M` and `Even M`. It states that `fermiDenom M x = 0` holds if and only if some `j < M` satisfies `x = fermiPole M j`. This is an equality of sets, and it makes no claim about multiplicities. The general version, `fermiDenom_eq_zero_iff`, assumes `M ≠ 0` and adds the condition `2 * j + 1 ≠ M`. At $M=1$ it says correctly that the constant $D_1=2$ has no zero.

The theorem `tendsto_fermiPole` takes the limit through all natural `M`, which includes the limit through even `M`. Its index differs from the usual Matsubara index, which runs over all integers: with `j` natural and fixed, the limits are the points on the positive imaginary axis. The zeros near the negative Matsubara points have indices close to $M$, which move as $M$ grows.

## The complete Lean file

```lean
import Mathlib

open Filter Topology
open scoped Real
open Complex (I)

namespace RationalFermiPoles

noncomputable section

/-- The denominator `(1 + x/(2M))^M + (1 - x/(2M))^M` of the rational Fermi function,
for `M ≥ 1`. -/
def fermiDenom (M : ℕ) (x : ℂ) : ℂ := (1 + x / (2 * M)) ^ M + (1 - x / (2 * M)) ^ M

/-- The angle `(2j+1)π/(2M)`, for `M ≥ 1`. -/
def poleAngle (M j : ℕ) : ℝ := (2 * j + 1) * π / (2 * M)

/-- The point `2M i tan((2j+1)π/(2M))` on the imaginary axis, for `M ≥ 1` and an angle
whose cosine is not zero. -/
def fermiPole (M j : ℕ) : ℂ := ((2 * M * Real.tan (poleAngle M j) : ℝ) : ℂ) * I

/-- For `j < M` the cosine of the angle `(2j+1)π/(2M)` is nonzero unless `2j+1 = M`. -/
theorem cos_poleAngle_ne_zero {M j : ℕ} (hj : j < M) (hne : 2 * j + 1 ≠ M) :
    Real.cos (poleAngle M j) ≠ 0 := by
  intro h
  obtain ⟨k, hk⟩ := Real.cos_eq_zero_iff.1 h
  have hM : (0 : ℝ) < M := by exact_mod_cast (by omega : 0 < M)
  rw [poleAngle, div_eq_div_iff (by positivity) two_ne_zero] at hk
  have hr : (2 * (j : ℝ) + 1) = (2 * k + 1) * M := by
    apply mul_right_cancel₀ (show 2 * π ≠ 0 by positivity)
    linear_combination hk
  have hz : (2 * (j : ℤ) + 1) = (2 * k + 1) * M := by exact_mod_cast hr
  have hjM : (j : ℤ) + 1 ≤ M := by exact_mod_cast hj
  -- the odd factor 2k+1 lies strictly between 0 and 2
  have k0 : 0 ≤ k := by
    by_contra hlt
    have : 0 ≤ -1 - k := by omega
    nlinarith [mul_nonneg this (by omega : (0 : ℤ) ≤ M)]
  have k1 : k ≤ 0 := by
    by_contra hlt
    have : 0 ≤ k - 1 := by omega
    nlinarith [mul_nonneg this (by omega : (0 : ℤ) ≤ M)]
  have hk0 : k = 0 := le_antisymm k1 k0
  rw [hk0] at hz
  omega

/-- Divided by `2M`, with `M ≥ 1`, the point `fermiPole M j` is `i tan((2j+1)π/(2M))`. -/
theorem fermiPole_div {M : ℕ} (hM : M ≠ 0) (j : ℕ) :
    fermiPole M j / (2 * M) = (Real.tan (poleAngle M j) : ℂ) * I := by
  have h : (M : ℂ) ≠ 0 := Nat.cast_ne_zero.2 hM
  simp only [fermiPole, Complex.ofReal_mul, Complex.ofReal_natCast, Complex.ofReal_ofNat]
  field_simp

/-- For every `M ≥ 1` the roots of the denominator are exactly the points
`2M i tan((2j+1)π/(2M))` with `j < M` and `2j+1 ≠ M`. -/
theorem fermiDenom_eq_zero_iff {M : ℕ} (hM : M ≠ 0) (x : ℂ) :
    fermiDenom M x = 0 ↔ ∃ j < M, 2 * j + 1 ≠ M ∧ x = fermiPole M j := by
  have hMC : (M : ℂ) ≠ 0 := Nat.cast_ne_zero.2 hM
  constructor
  · intro h
    obtain ⟨w, hw⟩ : ∃ w, w = x / (2 * M) := ⟨_, rfl⟩
    rw [fermiDenom, ← hw] at h
    have h1 : 1 - w ≠ 0 := by
      intro h0
      rw [h0, zero_pow hM, add_zero, ← sub_eq_zero.1 h0] at h
      exact pow_ne_zero M (by norm_num) h
    have hζ : Complex.exp (π * I / M) ^ M = -1 := by
      rw [← Complex.exp_nat_mul, mul_div_cancel₀ _ hMC, Complex.exp_pi_mul_I]
    -- the Cayley transform of w is an M-th root of -1
    have hu : ((1 + w) / (1 - w) / Complex.exp (π * I / M)) ^ M = 1 := by
      rw [div_pow, div_pow, hζ, eq_neg_of_add_eq_zero_left h, neg_div,
        div_self (pow_ne_zero M h1)]
      norm_num
    have : NeZero M := ⟨hM⟩
    obtain ⟨j, hj, hjp⟩ := (Complex.isPrimitiveRoot_exp M hM).eq_pow_of_pow_eq_one hu
    have hE : Complex.exp (poleAngle M j * I) ^ 2 =
        Complex.exp (2 * π * I / M) ^ j * Complex.exp (π * I / M) := by
      rw [← Complex.exp_nat_mul, ← Complex.exp_nat_mul, ← Complex.exp_add]
      congr 1
      simp only [poleAngle]
      push_cast
      ring
    have hw2 : Complex.exp (poleAngle M j * I) ^ 2 * (1 - w) = 1 + w := by
      rw [hE, hjp, div_mul_cancel₀ _ (Complex.exp_ne_zero _), div_mul_cancel₀ _ h1]
    rw [Complex.exp_mul_I] at hw2
    have cs := Complex.sin_sq_add_cos_sq (poleAngle M j : ℂ)
    have hcw : Complex.cos (poleAngle M j) * w = Complex.sin (poleAngle M j) * I := by
      generalize Complex.cos (poleAngle M j) = c at *
      generalize Complex.sin (poleAngle M j) = s at *
      have hef : (c + s * I) * (c - s * I) = 1 := by
        linear_combination cs - s ^ 2 * Complex.I_sq
      linear_combination (-(c - s * I) / 2) * hw2 + (c + s * I) * (1 - w) / 2 * hef
    have hc : Complex.cos (poleAngle M j) ≠ 0 := by
      intro hc
      rw [hc, zero_mul] at hcw
      have hs := (mul_eq_zero.1 hcw.symm).resolve_right Complex.I_ne_zero
      rw [hs, hc] at cs
      norm_num at cs
    refine ⟨j, hj, ?_, ?_⟩
    · intro hm
      apply hc
      have h2 : (2 * (j : ℝ) + 1) ≠ 0 := by positivity
      have ha : poleAngle M j = π / 2 := by
        rw [poleAngle, ← hm]
        push_cast
        field_simp
      rw [ha, ← Complex.ofReal_cos, Real.cos_pi_div_two, Complex.ofReal_zero]
    · refine (div_left_inj' (mul_ne_zero two_ne_zero hMC)).1 ?_
      rw [← hw, fermiPole_div hM, Complex.ofReal_tan, Complex.tan_eq_sin_div_cos,
        div_mul_eq_mul_div, eq_div_iff hc]
      linear_combination hcw
  · rintro ⟨j, hj, hne, rfl⟩
    have hc : Complex.cos (poleAngle M j) ≠ 0 := by
      rw [← Complex.ofReal_cos]
      exact Complex.ofReal_ne_zero.2 (cos_poleAngle_ne_zero hj hne)
    have ht := Complex.tan_mul_cos hc
    -- 1 ± i tan θ = exp(± i θ) / cos θ
    have hp : 1 + Complex.tan (poleAngle M j) * I =
        Complex.exp (poleAngle M j * I) / Complex.cos (poleAngle M j) := by
      rw [eq_div_iff hc, Complex.exp_mul_I]
      linear_combination I * ht
    have hm : 1 - Complex.tan (poleAngle M j) * I =
        Complex.exp (-poleAngle M j * I) / Complex.cos (poleAngle M j) := by
      rw [eq_div_iff hc, Complex.exp_mul_I, Complex.cos_neg, Complex.sin_neg]
      linear_combination (-I) * ht
    have hθ : (M : ℂ) * poleAngle M j = (2 * j + 1) * π / 2 := by
      simp only [poleAngle]
      push_cast
      field_simp
    have hs : (M : ℂ) * (poleAngle M j * I) =
        M * (-poleAngle M j * I) + (j * (2 * π * I) + π * I) := by
      linear_combination 2 * I * hθ
    rw [fermiDenom, fermiPole_div hM, Complex.ofReal_tan, hp, hm, div_pow, div_pow,
      ← add_div, ← Complex.exp_nat_mul, ← Complex.exp_nat_mul, hs, Complex.exp_add,
      Complex.exp_add, Complex.exp_nat_mul_two_pi_mul_I, Complex.exp_pi_mul_I]
    ring

/-- For even `M ≥ 2` the roots of the denominator are exactly the points
`2M i tan((2j+1)π/(2M))` with `j < M`. -/
theorem fermiDenom_eq_zero_iff_of_even {M : ℕ} (hM : 2 ≤ M) (he : Even M) (x : ℂ) :
    fermiDenom M x = 0 ↔ ∃ j < M, x = fermiPole M j := by
  rw [fermiDenom_eq_zero_iff (by omega)]
  obtain ⟨m, hm⟩ := he
  constructor
  · rintro ⟨j, hj, -, hx⟩
    exact ⟨j, hj, hx⟩
  · rintro ⟨j, hj, hx⟩
    exact ⟨j, hj, by omega, hx⟩

/-- For fixed `j` the point `fermiPole M j` tends to `i(2j+1)π` as `M` tends to infinity. -/
theorem tendsto_fermiPole (j : ℕ) :
    Tendsto (fun M => fermiPole M j) atTop (𝓝 (((2 * j + 1) * π : ℂ) * I)) := by
  have hd : HasDerivAt Real.tan 1 0 := by
    simpa using Real.hasDerivAt_tan (x := 0) (by simp)
  have ha : Tendsto (fun M => poleAngle M j) atTop (𝓝[≠] 0) := by
    refine tendsto_nhdsWithin_iff.2 ⟨?_, ?_⟩
    · refine (tendsto_const_div_atTop_nhds_zero_nat ((2 * j + 1) * π / 2)).congr ?_
      intro M
      rw [poleAngle, div_div]
    · filter_upwards [eventually_gt_atTop 0] with M hM
      have : (0 : ℝ) < M := by exact_mod_cast hM
      have hpos : 0 < poleAngle M j := by unfold poleAngle; positivity
      exact hpos.ne'
  -- tan θ / θ → 1 as θ → 0
  have hl := ((hasDerivAt_iff_tendsto_slope_zero.1 hd).comp ha).const_mul ((2 * j + 1) * π)
  have hr : Tendsto (fun M : ℕ => 2 * M * Real.tan (poleAngle M j)) atTop
      (𝓝 ((2 * j + 1) * π)) := by
    rw [mul_one] at hl
    refine hl.congr' ?_
    filter_upwards [eventually_gt_atTop 0] with M hM
    have hMR : (0 : ℝ) < M := by exact_mod_cast hM
    have hpos : 0 < poleAngle M j := by unfold poleAngle; positivity
    have hθ : (2 * j + 1) * π = 2 * M * poleAngle M j := by
      rw [poleAngle, mul_div_cancel₀ _ (by positivity)]
    simp only [Function.comp_apply, zero_add, Real.tan_zero, sub_zero, smul_eq_mul]
    rw [hθ, mul_assoc, mul_inv_cancel_left₀ hpos.ne']
  have hC := ((Complex.continuous_ofReal.tendsto _).comp hr).mul_const I
  simpa [fermiPole, Function.comp_def] using hC

end

end RationalFermiPoles
```

```lean
#print axioms RationalFermiPoles.fermiDenom_eq_zero_iff_of_even
#print axioms RationalFermiPoles.tendsto_fermiPole
```

```
'RationalFermiPoles.fermiDenom_eq_zero_iff_of_even' depends on axioms: [propext, Classical.choice, Quot.sound]
'RationalFermiPoles.tendsto_fermiPole' depends on axioms: [propext, Classical.choice, Quot.sound]
```

## How the Lean proof is built

**The cosine.** `cos_poleAngle_ne_zero` assumes that the cosine vanishes and obtains an integer $k$ with $\theta_j=(2k+1)\pi/2$. Cancelling $\pi$ turns this into the integer equation $2j+1=(2k+1)M$. Since $0<2j+1<2M$, the factor $2k+1$ must be $1$; the code shows $k\ge 0$ and $k\le 0$ separately. Then $2j+1=M$, which was excluded.

**Zero to tangent.** `fermiPole_div` records that $x_j/(2M)=i\tan\theta_j$. In the first half of `fermiDenom_eq_zero_iff`, `h1` is $1-w\neq0$ and `hζ` says that $e^{i\pi/M}$ is an $M$-th root of $-1$. Dividing $(1+w)/(1-w)$ by this root gives an $M$-th root of unity, which is `hu`. Mathlib's result on primitive roots then supplies the index `j` below `M`.

The equation `hE` identifies the product of exponentials with $(e^{i\theta})^2$, and `hw2` is the equation with the denominator cleared. To reach $w\cos\theta=i\sin\theta$, named `hcw`, the code replaces cosine and sine by letters `c` and `s`. It uses $(c+is)(c-is)=1$, which plays the part of multiplying by $e^{-i\theta}$ in the derivation above. The fact that the cosine is nonzero yields both the exclusion $2j+1\neq M$ and the division that produces the tangent.

**Tangent to zero.** In the second half, `hp` and `hm` are the two formulas for $1\pm i\tan\theta$. The equation `hs` expresses the difference of the exponents as $2\pi ij+i\pi$. After rewriting, the two terms are negatives of each other and `ring` finishes. The even case follows from the general one, since `omega` sees that an even number is never $2j+1$.

**The limit.** In `tendsto_fermiPole`, `hd` is the derivative of the tangent at zero. The statement `ha` says that the angles tend to zero while eventually staying different from zero, as a difference quotient requires. Composing the two gives $\tan\theta_j/\theta_j\to1$, and `hl` multiplies this by $(2j+1)\pi$. For $M>0$ the result equals $2M\tan\theta_j$, which gives the real limit `hr`. Continuity of the cast to complex numbers and multiplication by `I` complete the proof.
